# An energy below the band of a uniform nearest-neighbour chain fixes a unique decay factor between 0 and 1

For one particle on a uniform chain with zero on-site energy and nearest-neighbour hopping amplitude `-t`, a solution proportional to `l ^ n` at site `n` has energy `eps = -t * (l + l⁻¹)`. The theorem `decayFactor_unique` concerns this relation alone, with no wavefunction or Hamiltonian in its statement: for real `t > 0` and `eps < -2 * t`, a real `l` satisfies it with `0 < l < 1` exactly when `l` equals the explicit expression `decayFactor t eps`. To show that such an `l` must be the decay factor, the proof turns the relation into a quadratic equation that both numbers solve, and notes that two distinct roots would have product one, which is impossible when both lie between 0 and 1. For the converse, it recovers the energy relation from the quadratic satisfied by `decayFactor t eps`.

The first attempt, which Lean rejects:

```lean
import Mathlib

open Filter Topology

namespace DecayFactorUnique

noncomputable section

/-- The decay factor per site, for `t > 0` and `eps < -2t`. -/
def decayFactor (t eps : ℝ) : ℝ := (-eps - √(eps ^ 2 - 4 * t ^ 2)) / (2 * t)

/-- For `t > 0` and an energy below the band, `eps < -2t`, the decay factor lies strictly
between 0 and 1 and solves the characteristic equation of the hopping recursion. -/
theorem decayFactor_spec {t eps : ℝ} (ht : 0 < t) (he : eps < -2 * t) :
    0 < decayFactor t eps ∧ decayFactor t eps < 1 ∧
      t * decayFactor t eps ^ 2 + eps * decayFactor t eps + t = 0 := by
  have htt := mul_pos ht ht
  have hgap : 0 < -eps - 2 * t := by linarith
  have hprod := mul_pos ht hgap
  have hs : √(eps ^ 2 - 4 * t ^ 2) ^ 2 = eps ^ 2 - 4 * t ^ 2 :=
    Real.sq_sqrt (by nlinarith)
  have hup : √(eps ^ 2 - 4 * t ^ 2) < -eps :=
    (Real.sqrt_lt' (by linarith)).2 (by nlinarith)
  have hlow : -eps - 2 * t < √(eps ^ 2 - 4 * t ^ 2) :=
    (Real.lt_sqrt hgap.le).2 (by nlinarith)
  have hl : 2 * t * decayFactor t eps = -eps - √(eps ^ 2 - 4 * t ^ 2) := by
    unfold decayFactor
    exact mul_div_cancel₀ _ (by positivity)
  refine ⟨div_pos (by linarith) (by linarith), ?_, ?_⟩
  · exact (div_lt_one (by linarith)).2 (by linarith)
  · have h4 : 4 * t ≠ 0 := by positivity
    apply mul_left_cancel₀ h4
    linear_combination
      (2 * t * decayFactor t eps + eps - √(eps ^ 2 - 4 * t ^ 2)) * hl + hs

/-- For `t > 0` and `eps < -2t`, the decay factor is the one and only `l` in (0,1) with
`eps = -t (l + 1/l)`. -/
theorem decayFactor_unique {t eps : ℝ} (ht : 0 < t) (he : eps < -2 * t) (l : ℝ) :
    (0 < l ∧ l < 1 ∧ eps = -t * (l + l⁻¹)) ↔ l = decayFactor t eps := by
  obtain ⟨m0, m1, mq⟩ := decayFactor_spec ht he
  constructor
  · rintro ⟨l0, l1, h⟩
    have hi : l * l⁻¹ = 1 := mul_inv_cancel₀ l0.ne'
    have lq : t * l ^ 2 + eps * l + t = 0 := by linear_combination l * h + t * hi
    -- two distinct roots would have product one
    have hz : (l - decayFactor t eps) * (t * (l * decayFactor t eps - 1)) = 0 := by
      linear_combination decayFactor t eps * lq - l * mq
    have hlt : l * decayFactor t eps < 1 := by
      nlinarith [mul_pos m0 (sub_pos.2 l1)]
    have hne : t * (l * decayFactor t eps - 1) ≠ 0 :=
      mul_ne_zero ht.ne' (by linarith)
    exact sub_eq_zero.1 ((mul_eq_zero.1 hz).resolve_right hne)
  · rintro rfl
    refine ⟨m0, m1, ?_⟩
    have hi := mul_inv_cancel₀ m0.ne'
    apply mul_left_cancel₀ m0.ne'
    linear_combination mq + t * hi

end

end DecayFactorUnique
```

Compiling this gives:

```
Main.lean:44:48: error: ring failed, ring expressions not equal
t eps : ℝ
ht : 0 < t
he : eps < -2 * t
l : ℝ
m0 : 0 < decayFactor t eps
m1 : decayFactor t eps < 1
mq : t * decayFactor t eps ^ 2 + eps * decayFactor t eps + t = 0
l0 : 0 < l
l1 : l < 1
h : eps = -t * (l + l⁻¹)
hi : l * l⁻¹ = 1
⊢ t * 2 - t * l * l⁻¹ * 2 = 0
```

Cause. The error is a wrong sign in the proof of `lq`, the quadratic equation for `l`. `linear_combination` subtracts the stated combination of hypotheses from the goal and asks `ring` to check that nothing is left. Here, subtracting `l * h` from the goal leaves `t - t * l * l⁻¹`. This is `-t` times the difference of the two sides of `hi : l * l⁻¹ = 1`, so `hi` has to enter with coefficient `-t`. The attempt gave it `+t`, which doubled the remainder instead of cancelling it, hence the `t * 2 - t * l * l⁻¹ * 2 = 0` in the message.

That equation is in fact true, since `l` is nonzero, but `ring` does not use the hypotheses in the context, and without them it cannot replace `l * l⁻¹` by 1: in Lean `0⁻¹ = 0`, so the product is 0 when `l = 0`. The repair changes `+ t * hi` to `- t * hi`, and the remainder then vanishes identically.

Fix (accepted with no message):

```diff
@@ -42,5 +42,5 @@
   · rintro ⟨l0, l1, h⟩
     have hi : l * l⁻¹ = 1 := mul_inv_cancel₀ l0.ne'
-    have lq : t * l ^ 2 + eps * l + t = 0 := by linear_combination l * h + t * hi
+    have lq : t * l ^ 2 + eps * l + t = 0 := by linear_combination l * h - t * hi
     -- two distinct roots would have product one
     have hz : (l - decayFactor t eps) * (t * (l * decayFactor t eps - 1)) = 0 := by
```
